# Contact coupling A splits two spins 1/2 by A, and a + b r² matched to exp(-r) has too little density at the nucleus

Take an electron with spin up and a nucleus of spin 1/2 with spin down. In units of $\hbar$, the scalar product of their spins acts as

$$\mathbf S\cdot\mathbf I\,|{\uparrow\downarrow}\rangle=\tfrac12|{\downarrow\uparrow}\rangle-\tfrac14|{\uparrow\downarrow}\rangle .$$

The sum $|{\uparrow\downarrow}\rangle+|{\downarrow\uparrow}\rangle$ is therefore multiplied by $1/4$ and the difference by $-3/4$. With a contact Hamiltonian $A\,\mathbf S\cdot\mathbf I$, I conclude that the triplet energy minus the singlet energy is the contact constant $A$.

That constant is proportional to the electron spin density at the nucleus, which is where a pseudo-wavefunction differs from the true one. As a model, I replace $e^{-r}$ inside a radius $c>0$ by $a+br^2$, with the same value and slope at $c$. I find the density $a^2=e^{-2c}(1+c/2)^2$ at the nucleus, which is below the true value 1, falls as $c$ grows, and is about 0.30 at $c=1$. Can both parts be proved completely, with a proof that a machine has checked?

## Spin exchange gives the levels, and two matching conditions give the density

Yes. The spin part is short algebra. The density part also uses the derivatives at $c$, the inequality $e^t\ge1+t$ and, for the value at $c=1$, decimal bounds on $e$.

### Applying the exchange twice

Write a two-spin state as amplitudes $v_{ij}$, where $i$ belongs to the electron, $j$ to the nucleus, and 0 means up and 1 means down. The $x$ and $y$ terms of $\mathbf S\cdot\mathbf I$ each flip both spins. On parallel spins their contributions are $1/4$ and $-1/4$ and cancel; on antiparallel spins both are $1/4$ and add to $1/2$. The $z$ term gives $1/4$ for parallel and $-1/4$ for antiparallel spins. All four cases are contained in

$$(\mathbf S\cdot\mathbf I\,v)_{ij}=\tfrac12v_{ji}-\tfrac14v_{ij}.$$

The eigenvalue equation $A\,\mathbf S\cdot\mathbf I\,v=Ev$ then reads

$$\tfrac A2\,v_{ji}=\left(E+\tfrac A4\right)v_{ij}.$$

Using it a second time with $i$ and $j$ exchanged gives

$$\tfrac{A^2}{4}v_{ij}=\left(E+\tfrac A4\right)^2v_{ij},
\qquad\text{so}\qquad
\left(E-\tfrac A4\right)\left(E+\tfrac{3A}4\right)v_{ij}=0 .$$

A nonzero state has some $v_{ij}\neq0$, which leaves only $E=A/4$ and $E=-3A/4$.

Let $A\neq0$. At $E=A/4$ the equation becomes $v_{ji}=v_{ij}$. Three amplitudes are free, $v_{00}$, $v_{01}$ and $v_{11}$, and a normalised basis is $|{\uparrow\uparrow}\rangle$, $(|{\uparrow\downarrow}\rangle+|{\downarrow\uparrow}\rangle)/\sqrt2$ and $|{\downarrow\downarrow}\rangle$. At $E=-3A/4$ it becomes $v_{ji}=-v_{ij}$. Only $v_{01}$ is free, and the normalised state is $(|{\uparrow\downarrow}\rangle-|{\downarrow\uparrow}\rangle)/\sqrt2$. The difference of the two energies is $A/4+3A/4=A$.

### Value and slope at the matching radius

The two conditions at $c$ are

$$a+bc^2=e^{-c},\qquad 2bc=-e^{-c}.$$

The second gives $b=-e^{-c}/(2c)$. Inserting this in the first gives $a=e^{-c}(1+c/2)$, and the density at $r=0$ is $a^2=e^{-2c}(1+c/2)^2$.

To see that it decreases, take $0\le c<d$ and set $t=d-c>0$. Since $e^t\ge1+t$,

$$e^{t}\left(1+\tfrac c2\right)\ \ge\ (1+t)\left(1+\tfrac c2\right)
=1+\tfrac d2+\tfrac t2+\tfrac{tc}2\ >\ 1+\tfrac d2 .$$

Both ends are positive, so squaring and multiplying by $e^{-2d}$ gives

$$e^{-2d}\left(1+\tfrac d2\right)^2<e^{-2c}\left(1+\tfrac c2\right)^2 .$$

At $c=0$ the expression equals 1, so it is below 1 for every positive radius. At $c=1$ we have $a=\tfrac32e^{-1}$, and $0.367<e^{-1}<0.368$ puts $a^2$ between 0.30 and 0.31.

For small $c$ the density behaves as $1-c$, so the true value is recovered in the limit, while $b$ diverges as $-1/(2c)$. At $c=0$ itself no match exists: $a+br^2$ has zero slope there, and $e^{-r}$ has slope $-1$.

### The Lean file

```lean
import Mathlib

open Matrix
open scoped Kronecker

namespace HyperfineContact

noncomputable section

/-- The x component of a spin 1/2, in units of ħ. -/
def spinX : Matrix (Fin 2) (Fin 2) ℂ := !![0, 1/2; 1/2, 0]

/-- The y component of a spin 1/2, in units of ħ. -/
def spinY : Matrix (Fin 2) (Fin 2) ℂ := (Complex.I / 2) • !![0, -1; 1, 0]

/-- The z component of a spin 1/2, in units of ħ. -/
def spinZ : Matrix (Fin 2) (Fin 2) ℂ := !![1/2, 0; 0, -1/2]

/-- The scalar product S·I of an electron spin 1/2 and a nuclear spin 1/2. -/
def spinDot : Matrix (Fin 2 × Fin 2) (Fin 2 × Fin 2) ℂ :=
  spinX ⊗ₖ spinX + spinY ⊗ₖ spinY + spinZ ⊗ₖ spinZ

/-- The contact Hamiltonian A S·I with real contact constant A. -/
def contact (A : ℝ) : Matrix (Fin 2 × Fin 2) (Fin 2 × Fin 2) ℂ := (A : ℂ) • spinDot

/-- The space of solutions v of the eigenvalue equation A S·I v = E v. -/
abbrev level (A : ℝ) (E : ℂ) : Submodule ℂ (Fin 2 × Fin 2 → ℂ) :=
  Module.End.eigenspace (Matrix.toLin' (contact A)) E

/-- S·I acts on a two-spin amplitude as half the exchange of the two spins minus one quarter. -/
theorem spinDot_apply (v : Fin 2 × Fin 2 → ℂ) (i j : Fin 2) :
    (spinDot *ᵥ v) (i, j) = v (j, i) / 2 - v (i, j) / 4 := by
  -- the product of two y components is real
  have hy : ∀ i k j l : Fin 2, spinY i k * spinY j l =
      -(1/4) * ((!![0, -1; 1, 0] : Matrix (Fin 2) (Fin 2) ℂ) i k *
        (!![0, -1; 1, 0] : Matrix (Fin 2) (Fin 2) ℂ) j l) := by
    intro i k j l
    simp only [spinY, Matrix.smul_apply, smul_eq_mul]
    linear_combination ((!![0, -1; 1, 0] : Matrix (Fin 2) (Fin 2) ℂ) i k *
        (!![0, -1; 1, 0] : Matrix (Fin 2) (Fin 2) ℂ) j l / 4) * Complex.I_mul_I
  simp only [spinDot, Matrix.mulVec, dotProduct, Fintype.sum_prod_type, Fin.sum_univ_two,
    Matrix.add_apply, Matrix.kroneckerMap_apply, hy]
  fin_cases i <;> fin_cases j <;> simp [spinX, spinZ] <;> ring

/-- The eigenvalue equation of the contact Hamiltonian, written in components. -/
theorem mem_level (A : ℝ) (E : ℂ) (v : Fin 2 × Fin 2 → ℂ) :
    v ∈ level A E ↔ ∀ i j, (A : ℂ) * (v (j, i) / 2 - v (i, j) / 4) = E * v (i, j) := by
  rw [Module.End.mem_eigenspace_iff, Matrix.toLin'_apply, funext_iff, Prod.forall]
  simp only [contact, Matrix.smul_mulVec, Pi.smul_apply, smul_eq_mul, spinDot_apply]

/-- For A ≠ 0 the contact Hamiltonian A S·I has the threefold eigenvalue A/4, the simple
eigenvalue -3A/4, and no other eigenvalue. -/
theorem contact_levels {A : ℝ} (hA : A ≠ 0) :
    Module.finrank ℂ (level A (A / 4)) = 3 ∧
    Module.finrank ℂ (level A (-(3 * A / 4))) = 1 ∧
    ∀ (E : ℂ) (v : Fin 2 × Fin 2 → ℂ), v ≠ 0 → v ∈ level A E →
      E = A / 4 ∨ E = -(3 * A / 4) := by
  have hA' : (A : ℂ) ≠ 0 := Complex.ofReal_ne_zero.mpr hA
  -- the upper space consists of the symmetric amplitudes, the lower of the antisymmetric ones
  have ht : ∀ v, v ∈ level A (A / 4) ↔ ∀ i j, v (j, i) = v (i, j) := by
    intro v
    rw [mem_level]
    exact ⟨fun h i j => mul_left_cancel₀ hA' (by linear_combination 2 * h i j),
      fun h i j => by linear_combination (A : ℂ) / 2 * h i j⟩
  have hs : ∀ v, v ∈ level A (-(3 * A / 4)) ↔ ∀ i j, v (j, i) = -v (i, j) := by
    intro v
    rw [mem_level]
    exact ⟨fun h i j => mul_left_cancel₀ hA' (by linear_combination 2 * h i j),
      fun h i j => by linear_combination (A : ℂ) / 2 * h i j⟩
  refine ⟨?_, ?_, ?_⟩
  · let e : level A (A / 4) ≃ₗ[ℂ] (Fin 3 → ℂ) :=
      { toFun := fun v => ![v.1 (0, 0), v.1 (0, 1), v.1 (1, 1)]
        map_add' := fun v w => by ext i; fin_cases i <;> rfl
        map_smul' := fun z v => by ext i; fin_cases i <;> rfl
        invFun := fun x => ⟨fun p => !![x 0, x 1; x 1, x 2] p.1 p.2,
          (ht _).2 (by intro i j; fin_cases i <;> fin_cases j <;> rfl)⟩
        left_inv := fun v => by
          apply Subtype.ext
          funext ⟨i, j⟩
          have h := (ht v.1).1 v.2 1 0
          fin_cases i <;> fin_cases j
          · rfl
          · rfl
          · exact h
          · rfl
        right_inv := fun x => by ext i; fin_cases i <;> rfl }
    rw [e.finrank_eq, Module.finrank_fin_fun]
  · let e : level A (-(3 * A / 4)) ≃ₗ[ℂ] ℂ :=
      { toFun := fun v => v.1 (0, 1)
        map_add' := fun v w => rfl
        map_smul' := fun z v => rfl
        invFun := fun z => ⟨fun p => !![0, z; -z, 0] p.1 p.2,
          (hs _).2 (by intro i j; fin_cases i <;> fin_cases j <;> simp)⟩
        left_inv := fun v => by
          apply Subtype.ext
          funext ⟨i, j⟩
          have h := (hs v.1).1 v.2
          fin_cases i <;> fin_cases j
          · exact (self_eq_neg.mp (h 0 0)).symm
          · rfl
          · exact (h 0 1).symm
          · exact (self_eq_neg.mp (h 1 1)).symm
        right_inv := fun z => rfl }
    rw [e.finrank_eq, Module.finrank_self]
  · intro E v hv h
    rw [mem_level] at h
    obtain ⟨⟨i, j⟩, hij⟩ := Function.ne_iff.mp hv
    have hij' : v (i, j) ≠ 0 := hij
    -- exchanging the spins twice gives a quadratic equation for E
    have hq : ((E - A / 4) * (E + 3 * A / 4)) * v (i, j) = 0 := by
      linear_combination -(E + A / 4) * h i j - (A : ℂ) / 2 * h j i
    rcases mul_eq_zero.mp ((mul_eq_zero.mp hq).resolve_right hij') with h1 | h1
    · left; linear_combination h1
    · right; linear_combination h1

/-- The energy of a nonzero exchange-symmetric eigenstate minus that of a nonzero
exchange-antisymmetric eigenstate equals the contact constant A. -/
theorem contact_splitting (A : ℝ) {E E' : ℂ} {v w : Fin 2 × Fin 2 → ℂ}
    (hv : v ≠ 0) (hw : w ≠ 0) (sv : ∀ i j, v (j, i) = v (i, j))
    (sw : ∀ i j, w (j, i) = -w (i, j)) (hE : v ∈ level A E) (hE' : w ∈ level A E') :
    E - E' = A := by
  rw [mem_level] at hE hE'
  obtain ⟨⟨i, j⟩, hij⟩ := Function.ne_iff.mp hv
  obtain ⟨⟨k, l⟩, hkl⟩ := Function.ne_iff.mp hw
  have hij' : v (i, j) ≠ 0 := hij
  have hkl' : w (k, l) ≠ 0 := hkl
  have h1 : E = A / 4 := mul_right_cancel₀ hij'
    (by linear_combination -hE i j + (A : ℂ) / 2 * sv i j)
  have h2 : E' = -(3 * A / 4) := mul_right_cancel₀ hkl'
    (by linear_combination -hE' k l + (A : ℂ) / 2 * sw k l)
  rw [h1, h2]
  ring

/-- The smooth radial function a + b r². -/
def smooth (a b r : ℝ) : ℝ := a + b * r ^ 2

/-- The smooth function has the value and the slope of exp(-r) at the radius c. -/
def Matches (a b c : ℝ) : Prop :=
  smooth a b c = Real.exp (-c) ∧
    deriv (smooth a b) c = deriv (fun r : ℝ => Real.exp (-r)) c

/-- At a radius c > 0, matching value and slope fixes both coefficients of the smooth function. -/
theorem matches_iff {a b c : ℝ} (hc : 0 < c) :
    Matches a b c ↔
      a = Real.exp (-c) * (1 + c / 2) ∧ b = -Real.exp (-c) / (2 * c) := by
  have h0 : HasDerivAt (fun r : ℝ => a + b * r ^ 2) (b * (((2 : ℕ) : ℝ) * c ^ (2 - 1))) c :=
    ((hasDerivAt_pow 2 c).const_mul b).const_add a
  have d1 : deriv (smooth a b) c = b * (2 * c) := by
    have h := h0.deriv
    norm_num at h
    exact h0.deriv.trans (by norm_num)
  have d2 : deriv (fun r : ℝ => Real.exp (-r)) c = Real.exp (-c) * -1 :=
    (hasDerivAt_neg' c).exp.deriv
  have hc2 : 2 * c ≠ 0 := by positivity
  rw [Matches, d1, d2, smooth, eq_div_iff hc2]
  constructor
  · rintro ⟨h1, h2⟩
    exact ⟨by linear_combination h1 - c / 2 * h2, by linear_combination h2⟩
  · rintro ⟨h1, h2⟩
    exact ⟨by linear_combination h1 + c / 2 * h2, by linear_combination h2⟩

/-- The density at the nucleus of the smooth function matched at c > 0
is exp(-2c)(1 + c/2)². -/
theorem smooth_density {a b c : ℝ} (hc : 0 < c) (h : Matches a b c) :
    smooth a b 0 ^ 2 = Real.exp (-2 * c) * (1 + c / 2) ^ 2 := by
  have he : Real.exp (-2 * c) = Real.exp (-c) * Real.exp (-c) := by
    rw [← Real.exp_add]
    congr 1
    ring
  rw [smooth, ((matches_iff hc).1 h).1, he]
  ring

/-- The function exp(-2c)(1 + c/2)² is strictly decreasing in c for c ≥ 0. -/
theorem density_strictAnti :
    StrictAntiOn (fun c : ℝ => Real.exp (-2 * c) * (1 + c / 2) ^ 2) (Set.Ici 0) := by
  intro c hc d _ hcd
  have hc0 : 0 ≤ c := hc
  have ht := Real.add_one_le_exp (d - c)
  -- the exponential outgrows the linear factor
  have h1 : 1 + d / 2 < Real.exp (d - c) * (1 + c / 2) := by
    nlinarith [mul_nonneg (sub_nonneg.mpr ht) (by linarith : 0 ≤ 1 + c / 2),
      mul_nonneg (sub_nonneg.mpr hcd.le) hc0]
  have h2 : (1 + d / 2) ^ 2 < (Real.exp (d - c) * (1 + c / 2)) ^ 2 := by
    nlinarith
  have he : Real.exp (-2 * c) = Real.exp (-2 * d) * (Real.exp (d - c) * Real.exp (d - c)) := by
    rw [← Real.exp_add, ← Real.exp_add]
    congr 1
    ring
  change Real.exp (-2 * d) * (1 + d / 2) ^ 2 < Real.exp (-2 * c) * (1 + c / 2) ^ 2
  rw [he]
  nlinarith [mul_pos (Real.exp_pos (-2 * d)) (sub_pos.mpr h2)]

/-- The smooth function matched at c > 0 has a smaller density at the nucleus than exp(-r). -/
theorem smooth_density_lt {a b c : ℝ} (hc : 0 < c) (h : Matches a b c) :
    smooth a b 0 ^ 2 < Real.exp (-0) ^ 2 := by
  have h1 := density_strictAnti (Set.mem_Ici.mpr le_rfl) (Set.mem_Ici.mpr hc.le) hc
  rw [smooth_density hc h]
  simpa using h1

/-- For matching at c = 1 the density of the smooth function at the nucleus lies
between 0.30 and 0.31. -/
theorem smooth_density_one {a b : ℝ} (h : Matches a b 1) :
    0.30 < smooth a b 0 ^ 2 ∧ smooth a b 0 ^ 2 < 0.31 := by
  have ha : smooth a b 0 = Real.exp (-1) * (3 / 2) := by
    rw [smooth, ((matches_iff one_pos).1 h).1]
    ring
  have hx : Real.exp (-1) * Real.exp 1 = 1 := by
    rw [← Real.exp_add]
    norm_num
  have hp := Real.exp_pos (-1)
  have hl := Real.exp_one_gt_d9
  have hu := Real.exp_one_lt_d9
  have h1 : 0.367 < Real.exp (-1) := by nlinarith
  have h2 : Real.exp (-1) < 0.368 := by nlinarith
  rw [ha]
  constructor <;> nlinarith

end

end HyperfineContact
```

```lean
#print axioms HyperfineContact.contact_levels
#print axioms HyperfineContact.contact_splitting
#print axioms HyperfineContact.smooth_density_lt
#print axioms HyperfineContact.smooth_density_one
```

```
'HyperfineContact.contact_levels' depends on axioms: [propext, Classical.choice, Quot.sound]
'HyperfineContact.contact_splitting' depends on axioms: [propext, Classical.choice, Quot.sound]
'HyperfineContact.smooth_density_lt' depends on axioms: [propext, Classical.choice, Quot.sound]
'HyperfineContact.smooth_density_one' depends on axioms: [propext, Classical.choice, Quot.sound]
```

### What the theorems say about spins and densities

A two-spin state is a function `Fin 2 × Fin 2 → ℂ`, not necessarily normalised. The matrices `spinX`, `spinY` and `spinZ` are the usual spin-1/2 matrices in units of $\hbar$, so $A$ is an energy. `spinDot` adds their Kronecker products, the electron being the first factor, and `contact A` multiplies the result by the real number `A`. The space `level A E` contains all solutions of the eigenvalue equation at energy `E`, including the zero vector.

`contact_levels` assumes `A ≠ 0`. It states that the space at $A/4$ has dimension 3, that the space at $-3A/4$ has dimension 1, and that a nonzero eigenvector has one of these two energies. `E` is allowed to be complex, so the reality of the energies is a result here. Setting $A=1$ gives the eigenvalues of $\mathbf S\cdot\mathbf I$ itself.

`contact_splitting` takes a nonzero symmetric and a nonzero antisymmetric eigenstate and states that their energies differ by $A$. This is a signed difference: for negative $A$ the singlet lies above the triplet. The theorem includes $A=0$, where all levels coincide.

`Matches a b c` expresses equal value and equal derivative at `c`. For `0 < c`, `matches_iff` shows that this holds for exactly one pair of coefficients. `smooth_density` gives the density at the nucleus, `density_strictAnti` its strict decrease on $c\ge0$, `smooth_density_lt` the comparison with $e^{-r}$, and `smooth_density_one` the bounds at $c=1$.

The densities are relative to that of $e^{-r}$ at the nucleus. For the normalised hydrogen 1s function $e^{-r}/\sqrt\pi$ in atomic units, the true density is $1/\pi$. A smooth part matched to that function has $a^2/\pi$, which at $c=1$ lies between $0.30/\pi$ and $0.31/\pi$.

The spin part treats a single electron and a single nucleus of spin 1/2, without a magnetic field or dipolar coupling. The constant $A$ enters as a given number; its proportionality to the spin density is the physical input that connects the two halves. With that input, a contact constant computed from the smooth function alone would be about 70 percent too small at $c=1$ in this one-electron, non-relativistic model with a two-coefficient pseudo-function. The PAW method addresses this kind of error by restoring the all-electron function near the nucleus.

### From the algebra to the proof steps

`spinDot_apply` is the exchange formula. Its auxiliary statement `hy` uses that the imaginary unit squares to $-1$ to make the product of two $y$ components real, after which `fin_cases` checks the four spin configurations. `mem_level` inserts the formula in the eigenvalue equation.

In `contact_levels`, the statements `ht` and `hs` identify the two eigenspaces with the symmetric and antisymmetric amplitudes; cancelling $A$ is where `A ≠ 0` is needed. The dimensions follow from two explicit linear equivalences called `e`. One sends a symmetric state to its three free amplitudes, the other sends an antisymmetric state to $v_{01}$. The step `hq` is the double exchange: `linear_combination` adds suitable multiples of the equations for $(i,j)$ and $(j,i)$ to produce the quadratic equation for $E$.

`contact_splitting` picks a nonzero amplitude in each state, divides by it to find the two energies, and subtracts them.

For the radial part, `matches_iff` computes both derivatives and solves the two linear conditions in either direction. `smooth_density` squares the resulting $a$. In `density_strictAnti`, `Real.add_one_le_exp` supplies $e^t\ge1+t$, `h1` is the inequality between the linear factors, and `h2` is its square. The final `nlinarith` multiplies by the positive factor $e^{-2d}$.

`smooth_density_lt` applies this decrease between 0 and $c$. `smooth_density_one` turns Mathlib's decimal bounds on $e$ into bounds on $e^{-1}$ through $e^{-1}e=1$, and then squares $\tfrac32e^{-1}$.
